# How a ghost state bounds the lowest level at low cutoff: \(L\le E+(M-E)d^2\) for a finite Hermitian Hamiltonian

## Can a clean low-cutoff spectrum hide a ghost?

If I test a PAW dataset only at a low plane-wave cutoff, a clean spectrum can mislead me: a ghost state may sit at low energy in a larger basis and turn up only when I raise the cutoff. I would expect to see it early if most of its wavefunction already fits in the small basis. But the little that is cut off could matter a lot, because the large basis contains very high energies. How much of the ghost must be missing for it to stay hidden?

## The discarded norm bounds the lowest low-cutoff level

Let \(H\) be the Hermitian Hamiltonian in the large, finite basis, with largest eigenvalue \(M\), and let the ghost satisfy \(Hg=Eg\), \(\|g\|=1\). Let \(Q\) project orthogonally onto the small basis, and let \(d=\|g-Qg\|<1\). The lowest eigenvalue \(L\) of \(QHQ\) on the range of \(Q\) then obeys

\[
L\le E+(M-E)d^2 .
\]

So if no low-cutoff level lies below a reference energy \(R\le M\), then \((M-E)d^2\ge R-E\). Your worry about high energies is justified in the worst case: they enter through \(M\), and the larger \(M\) is, the smaller \(d\) must be for the bound to guarantee a level below \(R\). The actual \(L\) can lie well below the bound, since it depends only on \(QHQ\).

To derive the bound, use \(Qg\) as a trial state and write \(p=\|Qg\|^2\). Since \(Q\) is Hermitian and \(Q^2=Q\),

\[
\langle g,Qg\rangle=\langle Qg,Qg\rangle=p,\qquad d^2=1-2p+p=1-p .
\]

Hence \(p=1-d^2>0\), and the trial state is nonzero. Expanding it in eigenstates of the low-cutoff Hamiltonian gives the Ritz inequality \(Lp\le\langle Qg,HQg\rangle\).

Now split \(Qg=pg+w\) with \(w\perp g\), so that \(\|w\|^2=p-p^2\). The cross terms vanish because \(\langle g,Hw\rangle=E\langle g,w\rangle=0\), and therefore

\[
Lp\le Ep^2+\langle w,Hw\rangle\le Ep^2+Mp(1-p).
\]

Dividing by \(p\) gives \(L\le Ep+M(1-p)=E+(M-E)d^2\). Since \(M\ge E\) and \(0<1-d^2\le1\), the weaker bound \(E+(M-E)d^2/(1-d^2)\) follows.

The first bound is attained. Take \(H=\mathrm{diag}(E,M)\) with \(E\le M\), \(g=(1,0)\), and \(Q\) the orthogonal projection on \((c,s)\), with \(c,s\) real, \(c\ne0\) and \(c^2+s^2=1\). Then \(d^2=s^2\), and the only low-cutoff level is \(Ec^2+Ms^2=E+(M-E)s^2\).

Orthogonality of the projection matters. Take \(H=\mathrm{diag}(0,1)\), \(g=(1,0)\) and

\[
Q=\tfrac14\begin{pmatrix}1&3\\1&3\end{pmatrix}.
\]

This \(Q\) is idempotent but not Hermitian. Its range is spanned by \((1,1)\), where the level is \(3/4\), yet \(d^2=5/8\). Idempotence alone does not give \(L\le E+(M-E)d^2\).

In the Lean file, `levels` is the set of real eigenvalues, and `lowCutoff Q H` is \(QHQ\) acting on the range of \(Q\). `IsGreatest (levels H) M` says that \(M\) is the top eigenvalue; `hQ` and `hQ2` make \(Q\) an orthogonal projection. `ghost_bound` concludes that a lowest level exists and satisfies the bound, `ghost_bound_quotient` gives the weaker form, and `ghost_must_appear` gives a level below \(R\) whenever \((M-E)d^2<R-E\) and \(R\le M\).

Nothing in the hypotheses marks \(g\) as spurious; it may be any normalised eigenstate. The model is an ordinary eigenvalue problem, without the PAW overlap operator, and both cutoffs use the same \(H\). Also, \(L\) is the lowest low-cutoff level, whatever its character: if a genuine level lies below \(R\), it may be the one found, and a ghost higher in the spectrum can stay hidden. Within those limits, the result gives a sufficient condition for a low-cutoff test to show a level below \(R\).

The proof follows the derivation:

- `eigen_expansion` writes energies and norms as sums over an eigenbasis. `ritz` picks the smallest eigenvalue and compares the sums term by term.
- `energy_le_of_overlap` removes the component along \(g\); its steps `e1` and `e2` compute the energy and squared norm of \(w\).
- `norm_leakage` supplies the two identities for \(p\).
- `ghost_bound` shows that the low-cutoff operator is Hermitian (`hS`), applies these lemmas to \(Qg\), and cancels \(p\) with `le_of_mul_le_mul_right`.
- `ghost_must_appear` first derives \(d<1\): otherwise \(M-E\le(M-E)d^2<R-E\le M-E\).
- `ghost_bound_sharp_witness` checks the two-level example, where `act` shows that the projected Hamiltonian is multiplication by a number.

```lean
import Mathlib

open ComplexConjugate

namespace GhostCutoff

noncomputable section

variable {V : Type*} [NormedAddCommGroup V] [InnerProductSpace ℂ V]

/-- The real eigenvalues (energy levels) of an operator. -/
def levels (T : V →ₗ[ℂ] V) : Set ℝ := {μ | ∃ v, v ≠ 0 ∧ T v = (μ : ℂ) • v}

/-- The Hamiltonian at low cutoff: `v ↦ Q H v` on the range of `Q`. -/
def lowCutoff (Q H : V →ₗ[ℂ] V) : LinearMap.range Q →ₗ[ℂ] LinearMap.range Q :=
  Q.rangeRestrict ∘ₗ H ∘ₗ (LinearMap.range Q).subtype

/-- The squared norm of a state is its inner product with itself. -/
theorem norm_sq_re (v : V) : ‖v‖ ^ 2 = (inner ℂ v v).re :=
  (inner_self_eq_norm_sq (𝕜 := ℂ) v).symm

/-- A Hermitian operator in finite dimension has an orthonormal eigenbasis, in which `⟨v, T v⟩` is
the sum of the eigenvalues weighted by the squared amplitudes of `v`, and `‖v‖²` is the sum of the
squared amplitudes. -/
theorem eigen_expansion [FiniteDimensional ℂ V] {T : V →ₗ[ℂ] V} (hT : T.IsSymmetric) :
    ∃ (b : OrthonormalBasis (Fin (Module.finrank ℂ V)) ℂ V)
      (e : Fin (Module.finrank ℂ V) → ℝ), (∀ i, T (b i) = (e i : ℂ) • b i) ∧
      ∀ v, (inner ℂ v (T v)).re = ∑ i, e i * ‖inner ℂ (b i) v‖ ^ 2 ∧
        ‖v‖ ^ 2 = ∑ i, ‖inner ℂ (b i) v‖ ^ 2 := by
  obtain ⟨b, e, hb⟩ : ∃ (b : OrthonormalBasis (Fin (Module.finrank ℂ V)) ℂ V)
      (e : Fin (Module.finrank ℂ V) → ℝ), ∀ i, T (b i) = (e i : ℂ) • b i :=
    ⟨hT.eigenvectorBasis rfl, hT.eigenvalues rfl, fun i => hT.apply_eigenvectorBasis rfl i⟩
  refine ⟨b, e, hb, fun v => ?_⟩
  have h1 : ∀ i, inner ℂ v (b i) * inner ℂ (b i) v
      = ((‖inner ℂ (b i) v‖ ^ 2 : ℝ) : ℂ) := fun i => by
    rw [← inner_conj_symm v (b i), Complex.conj_mul', Complex.ofReal_pow]
  have h2 : ∀ i, inner ℂ v (b i) * inner ℂ (b i) (T v)
      = ((e i * ‖inner ℂ (b i) v‖ ^ 2 : ℝ) : ℂ) := fun i => by
    rw [← hT (b i) v, hb i, inner_smul_left, Complex.conj_ofReal, Complex.ofReal_mul, ← h1 i]
    ring
  constructor
  · rw [← b.sum_inner_mul_inner v (T v), Finset.sum_congr rfl (fun i _ => h2 i),
      ← Complex.ofReal_sum, Complex.ofReal_re]
  · rw [norm_sq_re, ← b.sum_inner_mul_inner v v, Finset.sum_congr rfl (fun i _ => h1 i),
      ← Complex.ofReal_sum, Complex.ofReal_re]

/-- Ritz principle: given a nonzero trial state, a Hermitian operator in finite dimension has a
lowest level, and it is at most `⟨x, T x⟩ / ‖x‖²` for the trial state `x`. -/
theorem ritz [FiniteDimensional ℂ V] {T : V →ₗ[ℂ] V} (hT : T.IsSymmetric) (x : V)
    (hx : x ≠ 0) : ∃ L, IsLeast (levels T) L ∧ L * ‖x‖ ^ 2 ≤ (inner ℂ x (T x)).re := by
  obtain ⟨b, e, hb, hv⟩ := eigen_expansion hT
  have : Nontrivial V := ⟨x, 0, hx⟩
  have : Nonempty (Fin (Module.finrank ℂ V)) := ⟨⟨0, Module.finrank_pos⟩⟩
  obtain ⟨j, hj⟩ := Finite.exists_min e
  have low : ∀ v, e j * ‖v‖ ^ 2 ≤ (inner ℂ v (T v)).re := fun v => by
    rw [(hv v).1, (hv v).2, Finset.mul_sum]
    exact Finset.sum_le_sum fun i _ => mul_le_mul_of_nonneg_right (hj i) (sq_nonneg _)
  refine ⟨e j, ⟨⟨b j, b.orthonormal.ne_zero j, hb j⟩, ?_⟩, low x⟩
  rintro μ ⟨w, hw, hTw⟩
  have h := low w
  rw [hTw, inner_smul_right, Complex.re_ofReal_mul, ← norm_sq_re] at h
  exact le_of_mul_le_mul_right h (pow_pos (norm_pos_iff.mpr hw) 2)

/-- If `g` is a unit eigenvector of a Hermitian `H` with energy `E` and no level exceeds `M`, then
for any vector `x`, normalised or not, `⟨x, H x⟩` is at most `E |⟨g, x⟩|²` plus `M` times the rest
of `‖x‖²`. -/
theorem energy_le_of_overlap [FiniteDimensional ℂ V] {H : V →ₗ[ℂ] V} (hH : H.IsSymmetric)
    {M E : ℝ} (hM : ∀ μ ∈ levels H, μ ≤ M) {g : V} (hg : H g = (E : ℂ) • g) (hn : ‖g‖ = 1)
    (x : V) : (inner ℂ x (H x)).re
      ≤ E * ‖inner ℂ g x‖ ^ 2 + M * (‖x‖ ^ 2 - ‖inner ℂ g x‖ ^ 2) := by
  obtain ⟨b, e, hb, hv⟩ := eigen_expansion hH
  have top : ∀ v, (inner ℂ v (H v)).re ≤ M * ‖v‖ ^ 2 := fun v => by
    rw [(hv v).1, (hv v).2, Finset.mul_sum]
    exact Finset.sum_le_sum fun i _ => mul_le_mul_of_nonneg_right
      (hM _ ⟨b i, b.orthonormal.ne_zero i, hb i⟩) (sq_nonneg _)
  have hgH : inner ℂ g (H x) = (E : ℂ) * inner ℂ g x := by
    rw [← hH g x, hg, inner_smul_left, Complex.conj_ofReal]
  have hgg : inner ℂ g g = (1 : ℂ) := by
    rw [inner_self_eq_norm_sq_to_K, hn]; simp
  have hxg : inner ℂ x g = conj (inner ℂ g x) := (inner_conj_symm x g).symm
  have ca : conj (inner ℂ g x) * inner ℂ g x = ((‖inner ℂ g x‖ ^ 2 : ℝ) : ℂ) := by
    rw [Complex.conj_mul', Complex.ofReal_pow]
  -- remove the component along `g`; the remainder `w` has `⟨w, H w⟩ ≤ M ‖w‖²`
  have h := top (x - inner ℂ g x • g)
  have e1 : inner ℂ (x - inner ℂ g x • g) (H (x - inner ℂ g x • g))
      = inner ℂ x (H x) - (E : ℂ) * (conj (inner ℂ g x) * inner ℂ g x) := by
    simp only [map_sub, map_smul, hg, inner_sub_left, inner_sub_right, inner_smul_left,
      inner_smul_right, hgH, hgg, hxg]
    ring
  have e2 : inner ℂ (x - inner ℂ g x • g) (x - inner ℂ g x • g)
      = inner ℂ x x - conj (inner ℂ g x) * inner ℂ g x := by
    simp only [inner_sub_left, inner_sub_right, inner_smul_left, inner_smul_right, hgg, hxg]
    ring
  rw [norm_sq_re, e1, e2, ca, ← Complex.ofReal_mul, Complex.sub_re, Complex.sub_re,
    Complex.ofReal_re, Complex.ofReal_re, ← norm_sq_re] at h
  linarith

/-- For an orthogonal projection `Q` and a unit vector `g`, the overlap of `g` with `Q g` is
the squared norm of `Q g`, which is one minus the squared norm of the part cut off. -/
theorem norm_leakage {Q : V →ₗ[ℂ] V} (hQ : Q.IsSymmetric) (hQ2 : ∀ v, Q (Q v) = Q v)
    {g : V} (hn : ‖g‖ = 1) : inner ℂ g (Q g) = ((‖Q g‖ ^ 2 : ℝ) : ℂ) ∧
      ‖Q g‖ ^ 2 = 1 - ‖g - Q g‖ ^ 2 := by
  have h0 : inner ℂ g (Q g) = inner ℂ (Q g) (Q g) := by rw [hQ g (Q g), hQ2]
  have h1 : inner ℂ g (Q g) = ((‖Q g‖ ^ 2 : ℝ) : ℂ) :=
    h0.trans ((inner_self_eq_norm_sq_to_K (𝕜 := ℂ) (Q g)).trans (Complex.ofReal_pow _ _).symm)
  have h := norm_sub_sq (𝕜 := ℂ) g (Q g)
  have hr : RCLike.re (inner ℂ g (Q g)) = ‖Q g‖ ^ 2 := by
    rw [h1]; exact Complex.ofReal_re _
  rw [hr, hn] at h
  exact ⟨h1, by linarith⟩

section Bounds

variable [FiniteDimensional ℂ V] {H Q : V →ₗ[ℂ] V} {M E : ℝ} {g : V}

/-- Let a Hermitian `H` have largest level `M` and a unit eigenvector `g` of energy `E`. If an
orthogonal projection `Q` cuts off a part of `g` of norm `d < 1`, the low-cutoff Hamiltonian
has a lowest level, and it is at most `E + (M - E) d²`. -/
theorem ghost_bound (hH : H.IsSymmetric) (hM : IsGreatest (levels H) M)
    (hg : H g = (E : ℂ) • g) (hn : ‖g‖ = 1) (hQ : Q.IsSymmetric)
    (hQ2 : ∀ v, Q (Q v) = Q v) (hd : ‖g - Q g‖ < 1) :
    ∃ L, IsLeast (levels (lowCutoff Q H)) L ∧ L ≤ E + (M - E) * ‖g - Q g‖ ^ 2 := by
  obtain ⟨hov, hc⟩ := norm_leakage hQ hQ2 hn
  have hpos : 0 < ‖Q g‖ ^ 2 := by
    rw [hc]; nlinarith [norm_nonneg (g - Q g)]
  have fix : ∀ v : LinearMap.range Q, Q (v : V) = v := by
    rintro ⟨_, y, rfl⟩
    exact hQ2 y
  have hS : (lowCutoff Q H).IsSymmetric := fun v w => by
    change inner ℂ (Q (H (v : V))) (w : V) = inner ℂ (v : V) (Q (H (w : V)))
    rw [hQ (H (v : V)) (w : V), fix w, hH (v : V) (w : V), ← hQ (v : V) (H (w : V)), fix v]
  -- the projected ghost is the trial state
  have hx : (⟨Q g, g, rfl⟩ : LinearMap.range Q) ≠ 0 := fun h => by
    have h0 : Q g = 0 := congrArg Subtype.val h
    rw [h0] at hpos
    simp at hpos
  obtain ⟨L, hL, hLx⟩ := ritz hS _ hx
  change L * ‖Q g‖ ^ 2 ≤ (inner ℂ (Q g) (Q (H (Q g)))).re at hLx
  rw [← hQ (Q g) (H (Q g)), hQ2] at hLx
  have hb := energy_le_of_overlap hH (fun μ hμ => hM.2 hμ) hg hn (Q g)
  rw [hov, Complex.norm_real, Real.norm_of_nonneg hpos.le] at hb
  have hd2 : ‖g - Q g‖ ^ 2 = 1 - ‖Q g‖ ^ 2 := by linarith
  refine ⟨L, hL, le_of_mul_le_mul_right ?_ hpos⟩
  rw [hd2]
  linarith

/-- Under the hypotheses of `ghost_bound`, with `d` the norm of the part of `g` cut off, the
low-cutoff Hamiltonian has a lowest level, and it is at most `E + (M - E) d² / (1 - d²)`. -/
theorem ghost_bound_quotient (hH : H.IsSymmetric) (hM : IsGreatest (levels H) M)
    (hg : H g = (E : ℂ) • g) (hn : ‖g‖ = 1) (hQ : Q.IsSymmetric)
    (hQ2 : ∀ v, Q (Q v) = Q v) (hd : ‖g - Q g‖ < 1) :
    ∃ L, IsLeast (levels (lowCutoff Q H)) L ∧
      L ≤ E + (M - E) * ‖g - Q g‖ ^ 2 / (1 - ‖g - Q g‖ ^ 2) := by
  obtain ⟨L, hL, hb⟩ := ghost_bound hH hM hg hn hQ hQ2 hd
  have hEM : E ≤ M := hM.2 ⟨g, norm_ne_zero_iff.mp (by rw [hn]; exact one_ne_zero), hg⟩
  have hp : 0 < 1 - ‖g - Q g‖ ^ 2 := by nlinarith [norm_nonneg (g - Q g)]
  have h : (M - E) * ‖g - Q g‖ ^ 2 ≤ (M - E) * ‖g - Q g‖ ^ 2 / (1 - ‖g - Q g‖ ^ 2) := by
    rw [le_div_iff₀ hp]
    nlinarith [mul_nonneg (mul_nonneg (sub_nonneg.mpr hEM) (sq_nonneg ‖g - Q g‖))
      (sq_nonneg ‖g - Q g‖)]
  exact ⟨L, hL, by linarith⟩

/-- Let `H`, `M`, `E`, `g` and `Q` be as in `ghost_bound`, but without assuming `d < 1`, and let
`R ≤ M` be a reference energy. Once the norm `d` of the part cut off satisfies `(M - E) d² < R - E`,
a low-cutoff level lies below `R`. -/
theorem ghost_must_appear (hH : H.IsSymmetric) (hM : IsGreatest (levels H) M)
    (hg : H g = (E : ℂ) • g) (hn : ‖g‖ = 1) (hQ : Q.IsSymmetric)
    (hQ2 : ∀ v, Q (Q v) = Q v) {R : ℝ} (hR : R ≤ M)
    (hd : (M - E) * ‖g - Q g‖ ^ 2 < R - E) : ∃ μ ∈ levels (lowCutoff Q H), μ < R := by
  have hEM : E ≤ M := hM.2 ⟨g, norm_ne_zero_iff.mp (by rw [hn]; exact one_ne_zero), hg⟩
  have hd1 : ‖g - Q g‖ < 1 := by
    by_contra h
    have h1 : 1 ≤ ‖g - Q g‖ ^ 2 := by nlinarith [not_lt.mp h]
    nlinarith [mul_nonneg (sub_nonneg.mpr hEM) (sub_nonneg.mpr h1)]
  obtain ⟨L, hL, hb⟩ := ghost_bound hH hM hg hn hQ hQ2 hd1
  exact ⟨L, hL.1, by linarith⟩

end Bounds

/-- The operator `|u⟩⟨u|`. -/
def ray (u : V) : V →ₗ[ℂ] V where
  toFun v := inner ℂ u v • u
  map_add' v w := by rw [inner_add_right, add_smul]
  map_smul' a v := by rw [inner_smul_right, mul_smul, RingHom.id_apply]

/-- The two-component state with real amplitudes `c` and `s`. -/
def mix (c s : ℝ) : EuclideanSpace ℂ (Fin 2) := !₂[(c : ℂ), (s : ℂ)]

/-- The diagonal two-level Hamiltonian with entries `E` and `M`. -/
def twoLevel (E M : ℝ) : EuclideanSpace ℂ (Fin 2) →ₗ[ℂ] EuclideanSpace ℂ (Fin 2) where
  toFun x := !₂[(E : ℂ) * x 0, (M : ℂ) * x 1]
  map_add' x y := by ext i; fin_cases i <;> simp [mul_add]
  map_smul' a x := by ext i; fin_cases i <;> simp [mul_left_comm]

/-- For `E ≤ M` and `c² + s² = 1`, the two-level Hamiltonian, the state `(1, 0)` and the projection
on `(c, s)` have the Hermiticity, eigenvector and projection properties of the ghost bound. The
squared norm cut off is `s²`, and the lowest low-cutoff level is exactly `E + (M - E) s²`. -/
theorem ghost_bound_sharp_witness {E M c s : ℝ} (hEM : E ≤ M) (hcs : c ^ 2 + s ^ 2 = 1) :
    (twoLevel E M).IsSymmetric ∧ IsGreatest (levels (twoLevel E M)) M ∧
    twoLevel E M (mix 1 0) = (E : ℂ) • mix 1 0 ∧ ‖mix 1 0‖ = 1 ∧
    (ray (mix c s)).IsSymmetric ∧
    (∀ v, ray (mix c s) (ray (mix c s) v) = ray (mix c s) v) ∧
    ‖mix 1 0 - ray (mix c s) (mix 1 0)‖ ^ 2 = s ^ 2 ∧
    IsLeast (levels (lowCutoff (ray (mix c s)) (twoLevel E M))) (E + (M - E) * s ^ 2) := by
  have inner_two : ∀ x y : EuclideanSpace ℂ (Fin 2),
      inner ℂ x y = conj (x 0) * y 0 + conj (x 1) * y 1 := fun x y => by
    simp [PiLp.inner_apply, Fin.sum_univ_two, mul_comm]
  have unit : ∀ a b : ℝ, a ^ 2 + b ^ 2 = 1 → inner ℂ (mix a b) (mix a b) = (1 : ℂ) := by
    intro a b h
    have h' : (a : ℂ) ^ 2 + (b : ℂ) ^ 2 = 1 := by exact_mod_cast h
    rw [inner_two]
    change conj (a : ℂ) * a + conj (b : ℂ) * b = 1
    rw [Complex.conj_ofReal, Complex.conj_ofReal]
    linear_combination h'
  have nz : ∀ a b : ℝ, a ^ 2 + b ^ 2 = 1 → mix a b ≠ 0 := fun a b h h0 => by
    have h1 := unit a b h
    rw [h0, inner_zero_left] at h1
    exact zero_ne_one h1
  have hn : ‖mix 1 0‖ = 1 := by
    have h : ‖mix 1 0‖ ^ 2 = 1 := by
      rw [norm_sq_re, unit 1 0 (by norm_num), Complex.one_re]
    nlinarith [norm_nonneg (mix 1 0)]
  have hQ : (ray (mix c s)).IsSymmetric := fun x y => by
    change inner ℂ (inner ℂ (mix c s) x • mix c s) y = inner ℂ x (inner ℂ (mix c s) y • mix c s)
    rw [inner_smul_left, inner_smul_right, inner_conj_symm, mul_comm]
  have hQ2 : ∀ v, ray (mix c s) (ray (mix c s) v) = ray (mix c s) v := fun v => by
    change inner ℂ (mix c s) (inner ℂ (mix c s) v • mix c s) • mix c s
      = inner ℂ (mix c s) v • mix c s
    rw [inner_smul_right, unit c s hcs, mul_one]
  refine ⟨fun x y => ?_, ⟨⟨mix 0 1, nz 0 1 (by norm_num), ?_⟩, ?_⟩, ?_, hn, hQ, hQ2, ?_, ?_⟩
  · rw [inner_two, inner_two]
    change conj ((E : ℂ) * x 0) * y 0 + conj ((M : ℂ) * x 1) * y 1
      = conj (x 0) * ((E : ℂ) * y 0) + conj (x 1) * ((M : ℂ) * y 1)
    rw [map_mul, map_mul, Complex.conj_ofReal, Complex.conj_ofReal]
    ring
  · ext i; fin_cases i <;> simp [twoLevel, mix]
  · rintro μ ⟨v, hv, h⟩
    have h0 : (E : ℂ) * v 0 = μ * v 0 :=
      congrArg (fun w : EuclideanSpace ℂ (Fin 2) => w 0) h
    have h1 : (M : ℂ) * v 1 = μ * v 1 :=
      congrArg (fun w : EuclideanSpace ℂ (Fin 2) => w 1) h
    by_cases hz : v 0 = 0
    · have hz1 : v 1 ≠ 0 := fun h2 => hv (by
        ext i
        fin_cases i
        exacts [hz, h2])
      exact (Complex.ofReal_injective (mul_right_cancel₀ hz1 h1)).ge
    · exact (Complex.ofReal_injective (mul_right_cancel₀ hz h0)).ge.trans hEM
  · ext i; fin_cases i <;> simp [twoLevel, mix]
  · obtain ⟨hov, hc⟩ := norm_leakage hQ hQ2 hn
    have h1 : inner ℂ (mix 1 0) (ray (mix c s) (mix 1 0)) = ((c ^ 2 : ℝ) : ℂ) := by
      change inner ℂ (mix 1 0) (inner ℂ (mix c s) (mix 1 0) • mix c s) = _
      rw [inner_smul_right]
      simp only [inner_two]
      simp [mix, sq]
    have h2 := Complex.ofReal_injective (hov.symm.trans h1)
    linarith
  · have hu : inner ℂ (mix c s) (twoLevel E M (mix c s))
        = ((E + (M - E) * s ^ 2 : ℝ) : ℂ) := by
      have h' : (c : ℂ) ^ 2 + (s : ℂ) ^ 2 = 1 := by exact_mod_cast hcs
      rw [inner_two]
      change conj (c : ℂ) * ((E : ℂ) * c) + conj (s : ℂ) * ((M : ℂ) * s) = _
      rw [Complex.conj_ofReal, Complex.conj_ofReal]
      push_cast
      linear_combination (E : ℂ) * h'
    -- on the one-dimensional range the Hamiltonian acts as a number
    have act : ∀ a : ℂ, ray (mix c s) (twoLevel E M (a • mix c s))
        = ((E + (M - E) * s ^ 2 : ℝ) : ℂ) • (a • mix c s) := fun a => by
      rw [map_smul, map_smul]
      change a • (inner ℂ (mix c s) (twoLevel E M (mix c s)) • mix c s) = _
      rw [hu, smul_comm]
    have huu : ray (mix c s) (mix c s) = mix c s := by
      change inner ℂ (mix c s) (mix c s) • mix c s = mix c s
      rw [unit c s hcs, one_smul]
    constructor
    · refine ⟨⟨mix c s, mix c s, huu⟩, fun h => nz c s hcs (congrArg Subtype.val h),
        Subtype.ext ?_⟩
      change ray (mix c s) (twoLevel E M (mix c s)) = _ • mix c s
      simpa only [one_smul] using act 1
    · rintro μ ⟨⟨_, y, rfl⟩, hv, h⟩
      have h' : ray (mix c s) (twoLevel E M (ray (mix c s) y)) = (μ : ℂ) • ray (mix c s) y :=
        congrArg Subtype.val h
      have hy : ray (mix c s) y ≠ 0 := fun h0 => hv (Subtype.ext h0)
      have h3 := (act (inner ℂ (mix c s) y)).symm.trans h'
      exact (Complex.ofReal_injective (smul_left_injective ℂ hy h3)).le

end

end GhostCutoff
```

```lean
#print axioms GhostCutoff.ghost_bound_quotient
-- 'GhostCutoff.ghost_bound_quotient' depends on axioms: [propext, Classical.choice, Quot.sound]
#print axioms GhostCutoff.ghost_must_appear
-- 'GhostCutoff.ghost_must_appear' depends on axioms: [propext, Classical.choice, Quot.sound]
```
